# The harmonic zero-point energy is at most its Einstein-model value, with equality only for a diagonal dynamical matrix

A cheap estimate of the zero-point energy of a harmonic solid or molecule ignores the couplings between coordinates: each coordinate vibrates alone while all others are held fixed. Restoring the couplings pushes some frequencies up and others down, so without a further argument the sign of the error is unknown. The trace of the dynamical matrix does not settle it, since the trace fixes the sum of the squared frequencies and the energy contains the frequencies themselves. For a finite real positive semidefinite dynamical matrix the sign is definite: the uncoupled estimate is never too low, and it is exact only when there were no couplings to drop.

## Normal modes and the two energies

Let $u_i$ be the displacements from equilibrium, where $i$ labels one atom and one Cartesian direction, $m_i$ the masses and $\Phi_{ij}$ the second derivatives of the potential energy. In mass-weighted coordinates $x_i=\sqrt{m_i}\,u_i$ with momenta $p_i$ the harmonic Hamiltonian is
$$H=\tfrac12\sum_i p_i^2+\tfrac12\sum_{i,j}D_{ij}\,x_i x_j,\qquad D_{ij}=\frac{\Phi_{ij}}{\sqrt{m_i m_j}} .$$
Only $D$ enters what follows. The finite type `n` labels the coordinates, and it also labels the modes, since there are as many modes as coordinates.

```lean
import Mathlib

open Matrix Finset

namespace EinsteinZeroPointBound

noncomputable section

variable {n : Type*} [Fintype n] [DecidableEq n]
```

A set of normal modes is a real matrix $U$ with entries $U_{is}$, whose column $s$ is the polarisation vector of mode $s$, together with squared frequencies $\lambda_s=\omega_s^2$. The two conditions are
$$U^{\mathsf T}U=1,\qquad DU=U\,\mathrm{diag}(\lambda).$$
The first, `orth`, makes the columns orthonormal. The second, `eig`, reads $\sum_k D_{ik}U_{ks}=U_{is}\lambda_s$ entry by entry.

```lean
/-- The columns of `U` are orthonormal polarisation vectors of the dynamical matrix `D`,
column `s` having squared frequency `lam s`. -/
structure IsNormalModes (D U : Matrix n n ℝ) (lam : n → ℝ) : Prop where
  orth : Uᵀ * U = 1
  eig : D * U = U * diagonal lam
```

Each mode is an oscillator of frequency $\omega_s=\sqrt{\lambda_s}$, and with the reduced Planck constant $\hbar$ the zero-point energy is $E_0=\frac{\hbar}{2}\sum_s\sqrt{\lambda_s}$. This expression is taken as a definition: no Schrödinger equation is solved. A zero mode, such as a rigid translation, contributes nothing.

```lean
/-- Zero-point energy `(ħ/2) ∑ₛ √λₛ` of modes with squared frequencies `λₛ`. -/
def zeroPointEnergy (hbar : ℝ) (lam : n → ℝ) : ℝ := hbar / 2 * ∑ s, √(lam s)
```

Deleting the off-diagonal entries of $D$ leaves independent one-dimensional oscillators of frequency $\sqrt{D_{ii}}$ and the energy $E_{\mathrm E}=\frac{\hbar}{2}\sum_i\sqrt{D_{ii}}$. "Einstein model" here means one frequency for each coordinate, not one common frequency for the whole solid. The deleted entries include the couplings between different Cartesian directions on the same atom, so $E_{\mathrm E}$ can depend on the choice of axes.

```lean
/-- Zero-point energy `(ħ/2) ∑ᵢ √Dᵢᵢ` of the Einstein model of on-site oscillators. -/
def einsteinEnergy (hbar : ℝ) (D : Matrix n n ℝ) : ℝ := hbar / 2 * ∑ i, √(D i i)
```

The tool that connects the two energies is the frequency matrix
$$\Omega=U\,\mathrm{diag}(\sqrt\lambda)\,U^{\mathsf T},\qquad \Omega_{ij}=\sum_s U_{is}\sqrt{\lambda_s}\,U_{js}.$$

```lean
/-- The frequency matrix `Ω = U diag(√λ) Uᵀ`. -/
def freqMatrix (U : Matrix n n ℝ) (lam : n → ℝ) : Matrix n n ℝ :=
  U * diagonal (fun s => √(lam s)) * Uᵀ
```

A real symmetric matrix has an orthonormal basis of eigenvectors, which the spectral theorem in Mathlib supplies. For real entries `D.IsHermitian` means $D^{\mathsf T}=D$. The unitarity of `hD.eigenvectorUnitary` gives `orth` once the conjugate transpose is read as the transpose, and the eigenvector equation `hD.mulVec_eigenvectorBasis s`, taken at component $i$, gives entry $(i,s)$ of `eig`.

```lean
variable {D U : Matrix n n ℝ} {lam : n → ℝ}

/-- The eigenvectors and eigenvalues of a real symmetric matrix form a set of normal modes. -/
theorem normalModes_of_symmetric (hD : D.IsHermitian) :
    IsNormalModes D (hD.eigenvectorUnitary : Matrix n n ℝ) hD.eigenvalues := by
  constructor
  · have h := Matrix.mem_unitaryGroup_iff'.mp (hD.eigenvectorUnitary).2
    rwa [Matrix.star_eq_conjTranspose, Matrix.conjTranspose_eq_transpose_of_trivial] at h
  · ext i s
    have h := congrFun (hD.mulVec_eigenvectorBasis s) i
    rw [Matrix.mul_diagonal, Matrix.mul_apply]
    simp only [Matrix.IsHermitian.eigenvectorUnitary_apply]
    simpa [Matrix.mulVec, dotProduct, mul_comm] using h
```

## The frequency matrix as a square root of $D$

From here up to the main theorem the statements hold for any set of normal modes `h`, most of them under the hypothesis `hl` that every $\lambda_s\ge0$, which excludes unstable modes. Because $U$ is square, $U^{\mathsf T}U=1$ implies $UU^{\mathsf T}=1$, and
$$\Omega^2=U\,\mathrm{diag}(\sqrt\lambda)\,(U^{\mathsf T}U)\,\mathrm{diag}(\sqrt\lambda)\,U^{\mathsf T}=U\,\mathrm{diag}(\lambda)\,U^{\mathsf T}=D\,UU^{\mathsf T}=D .$$
The three lines of the `calc` block follow this chain: the first regroups the product, the second removes $U^{\mathsf T}U$, and the last multiplies the two diagonal factors with `hd` and then takes the final two equalities together. The hypothesis `hl` acts in `hd`, as $\sqrt{\lambda_s}\sqrt{\lambda_s}=\lambda_s$; for a negative argument Lean's real square root returns $0$ and this identity would fail.

```lean
/-- For non-negative squared frequencies the frequency matrix squares to `D`. -/
theorem freqMatrix_mul_self (h : IsNormalModes D U lam) (hl : ∀ s, 0 ≤ lam s) :
    freqMatrix U lam * freqMatrix U lam = D := by
  have hU : U * Uᵀ = 1 := mul_eq_one_comm.mp h.orth
  have hd : diagonal (fun s => √(lam s)) * diagonal (fun s => √(lam s)) = diagonal lam := by
    rw [Matrix.diagonal_mul_diagonal]
    congr 1
    funext s
    exact Real.mul_self_sqrt (hl s)
  calc freqMatrix U lam * freqMatrix U lam
      = U * diagonal (fun s => √(lam s)) * (Uᵀ * U) * diagonal (fun s => √(lam s)) * Uᵀ := by
        simp only [freqMatrix, Matrix.mul_assoc]
    _ = U * (diagonal (fun s => √(lam s)) * diagonal (fun s => √(lam s))) * Uᵀ := by
        rw [h.orth, Matrix.mul_one]
        simp only [Matrix.mul_assoc]
    _ = D := by rw [hd, ← h.eig, Matrix.mul_assoc, hU, Matrix.mul_one]
```

The trace is unchanged by a cyclic permutation of the factors, so
$$\sum_i\Omega_{ii}=\operatorname{tr}\!\big(U\,\mathrm{diag}(\sqrt\lambda)\,U^{\mathsf T}\big)=\operatorname{tr}\!\big(U^{\mathsf T}U\,\mathrm{diag}(\sqrt\lambda)\big)=\sum_s\sqrt{\lambda_s}.$$
The sum over modes has become a sum over coordinates, which can be compared with the Einstein sum term by term. The permutation is `Matrix.trace_mul_cycle`.

```lean
/-- The diagonal entries of the frequency matrix add up to the sum of mode frequencies. -/
theorem sum_diag_freqMatrix (h : IsNormalModes D U lam) :
    ∑ i, freqMatrix U lam i i = ∑ s, √(lam s) := by
  have ht : (freqMatrix U lam).trace = ∑ s, √(lam s) := by
    rw [freqMatrix, Matrix.trace_mul_cycle, h.orth, Matrix.one_mul, Matrix.trace_diagonal]
  exact ht
```

## Comparison coordinate by coordinate

Transposing the product that defines $\Omega$ reverses the factors and returns the same product, so $\Omega_{ji}=\Omega_{ij}$. The diagonal of $\Omega^2=D$ is then a sum of squares along a row:
$$D_{ii}=\sum_j\Omega_{ij}\Omega_{ji}=\sum_j\Omega_{ij}^2 .$$
In the proof `hs` is the symmetry of $\Omega$ and `hij` is its entrywise form.

```lean
/-- For non-negative squared frequencies, the on-site entry `Dᵢᵢ` is the sum of squares of row `i`
of the frequency matrix. -/
theorem diag_eq_sum_sq (h : IsNormalModes D U lam) (hl : ∀ s, 0 ≤ lam s) (i : n) :
    D i i = ∑ j, freqMatrix U lam i j ^ 2 := by
  have hs : (freqMatrix U lam)ᵀ = freqMatrix U lam := by
    simp [freqMatrix, Matrix.transpose_mul, Matrix.mul_assoc]
  have hD : D i i = (freqMatrix U lam * freqMatrix U lam) i i := by
    rw [freqMatrix_mul_self h hl]
  rw [hD, Matrix.mul_apply]
  refine Finset.sum_congr rfl fun j _ => ?_
  have hij : freqMatrix U lam j i = freqMatrix U lam i j := congrFun (congrFun hs i) j
  rw [hij, sq]
```

All terms are non-negative, so keeping only $j=i$ gives $\Omega_{ii}^2\le D_{ii}$, and therefore $\Omega_{ii}\le|\Omega_{ii}|\le\sqrt{D_{ii}}$. The first step is `Finset.single_le_sum`, and the passage to the square root is `Real.abs_le_sqrt`.

```lean
/-- For non-negative squared frequencies, the diagonal entry `Ωᵢᵢ` is at most the Einstein frequency
`√Dᵢᵢ`. -/
theorem freqMatrix_diag_le (h : IsNormalModes D U lam) (hl : ∀ s, 0 ≤ lam s) (i : n) :
    freqMatrix U lam i i ≤ √(D i i) := by
  have hsq : freqMatrix U lam i i ^ 2 ≤ D i i := by
    rw [diag_eq_sum_sq h hl i]
    exact Finset.single_le_sum (f := fun j => freqMatrix U lam i j ^ 2)
      (fun j _ => sq_nonneg _) (Finset.mem_univ i)
  exact le_trans (le_abs_self _) (Real.abs_le_sqrt hsq)
```

Summing over $i$ and using the trace identity on the left gives the bound
$$\sum_s\sqrt{\lambda_s}=\sum_i\Omega_{ii}\le\sum_i\sqrt{D_{ii}} .$$

```lean
/-- For non-negative squared frequencies, the sum of mode frequencies is at most the sum of Einstein
frequencies. -/
theorem sum_sqrt_le (h : IsNormalModes D U lam) (hl : ∀ s, 0 ≤ lam s) :
    ∑ s, √(lam s) ≤ ∑ i, √(D i i) := by
  rw [← sum_diag_freqMatrix h]
  exact Finset.sum_le_sum fun i _ => freqMatrix_diag_le h hl i
```

## When the bound is saturated

Since $\Omega_{ii}\le\sqrt{D_{ii}}$ for each $i$, the two sums agree exactly when $\Omega_{ii}=\sqrt{D_{ii}}$ for every $i$. This reduction is `Finset.sum_eq_sum_iff_of_le`, and it leaves two implications.

Suppose first that every term is saturated. Since $D_{ii}\ge0$ as a sum of squares, $\Omega_{ii}^2=D_{ii}$, and subtracting this from the row sum leaves
$$\sum_{k\ne i}\Omega_{ik}^2=D_{ii}-\Omega_{ii}^2=0 .$$
A vanishing sum of squares has vanishing terms, so $\Omega_{ik}=0$ for $k\ne i$; this is `hoff`, with the displayed equation as `h4`. For $i\ne j$ consider $D_{ij}=\sum_k\Omega_{ik}\Omega_{kj}$. The term $k=i$ contains the factor $\Omega_{ij}=0$, and every term $k\ne i$ contains the factor $\Omega_{ik}=0$, so $D_{ij}=0$. The split `by_cases hk : k = i` separates these two kinds of term.

Suppose conversely that $D$ is diagonal. The sum in the eigenvalue equation collapses to a single term (`hs`), giving $D_{ii}U_{is}=U_{is}\lambda_s$. For each mode $s$ either $U_{is}=0$, or $U_{is}$ cancels and $\lambda_s=D_{ii}$. In both cases $U_{is}\sqrt{\lambda_s}\,U_{is}=\sqrt{D_{ii}}\,U_{is}^2$, which is `hterm`. The diagonal of $UU^{\mathsf T}=1$ says $\sum_sU_{is}^2=1$ (`hrow`), so
$$\Omega_{ii}=\sum_sU_{is}\sqrt{\lambda_s}\,U_{is}=\sqrt{D_{ii}}\sum_sU_{is}^2=\sqrt{D_{ii}} .$$
The argument allows degenerate frequencies, where the columns of $U$ may mix coordinates with equal $D_{ii}$.

```lean
/-- For non-negative squared frequencies, the two frequency sums agree exactly when all off-diagonal
couplings of `D` vanish. -/
theorem sum_sqrt_eq_iff (h : IsNormalModes D U lam) (hl : ∀ s, 0 ≤ lam s) :
    ∑ s, √(lam s) = ∑ i, √(D i i) ↔ ∀ i j, i ≠ j → D i j = 0 := by
  rw [← sum_diag_freqMatrix h,
    Finset.sum_eq_sum_iff_of_le fun i _ => freqMatrix_diag_le h hl i]
  constructor
  · intro he
    -- saturation at site `i` leaves no weight off the diagonal of `Ω`
    have hoff : ∀ i j, j ≠ i → freqMatrix U lam i j = 0 := by
      intro i j hij
      have h1 := diag_eq_sum_sq h hl i
      have h0 : 0 ≤ D i i := by
        rw [h1]
        exact Finset.sum_nonneg fun k _ => sq_nonneg _
      have h2 : freqMatrix U lam i i ^ 2 = D i i := by
        rw [he i (Finset.mem_univ i), Real.sq_sqrt h0]
      have h3 := Finset.add_sum_erase Finset.univ (fun k => freqMatrix U lam i k ^ 2)
        (Finset.mem_univ i)
      have h4 : ∑ k ∈ Finset.univ.erase i, freqMatrix U lam i k ^ 2 = 0 := by
        linarith
      have h5 := (Finset.sum_eq_zero_iff_of_nonneg fun k _ => sq_nonneg _).mp h4 j
        (Finset.mem_erase.mpr ⟨hij, Finset.mem_univ j⟩)
      exact (pow_eq_zero_iff two_ne_zero).mp h5
    intro i j hij
    have hD : D i j = (freqMatrix U lam * freqMatrix U lam) i j := by
      rw [freqMatrix_mul_self h hl]
    rw [hD, Matrix.mul_apply]
    refine Finset.sum_eq_zero fun k _ => ?_
    by_cases hk : k = i
    · rw [hk, hoff i j hij.symm, mul_zero]
    · rw [hoff i k hk, zero_mul]
  · intro hd i _
    have hU : U * Uᵀ = 1 := mul_eq_one_comm.mp h.orth
    have hrow : ∑ s, U i s * U i s = 1 := by
      simpa [Matrix.mul_apply] using congrFun (congrFun hU i) i
    -- a mode with amplitude on site `i` has squared frequency `Dᵢᵢ`
    have hterm : ∀ s, U i s * √(lam s) * U i s = √(D i i) * (U i s * U i s) := by
      intro s
      by_cases hz : U i s = 0
      · simp [hz]
      · have he : (D * U) i s = (U * diagonal lam) i s := by rw [h.eig]
        have hs : ∑ k, D i k * U k s = D i i * U i s :=
          Finset.sum_eq_single i (fun k _ hk => by rw [hd i k hk.symm, zero_mul])
            (fun hi => absurd (Finset.mem_univ i) hi)
        rw [Matrix.mul_diagonal, Matrix.mul_apply, hs, mul_comm] at he
        rw [mul_left_cancel₀ hz he]
        ring
    rw [freqMatrix, Matrix.mul_apply]
    simp only [Matrix.mul_diagonal, Matrix.transpose_apply, hterm]
    rw [← Finset.mul_sum, hrow, mul_one]
```

## The bound on the energies

The theorem `zeroPointEnergy_le_einstein` takes a real matrix $D$ with `hD : D.PosSemidef` and a real number `hbar` with `0 < hbar`. It states that $E_0\le E_{\mathrm E}$, and that $E_0=E_{\mathrm E}$ if and only if $D_{ij}=0$ for all $i\ne j$. Positive semidefiniteness means that $D$ is symmetric and $\sum_{i,j}D_{ij}x_ix_j\ge0$ for all $x$: the harmonic potential has no unstable direction, while flat directions are allowed. This stability is assumed, not derived from any interatomic potential. The component `hD.1` is the symmetry, and `hD.1.eigenvalues` lists the eigenvalues of $D$ with multiplicity, one for each element of `n`. The constant $\hbar$ converts angular frequency to energy in whatever units are chosen, and only its positivity is used. With a single coordinate there are no off-diagonal entries and equality holds.

The proof takes the modes from `normalModes_of_symmetric` and the condition $\lambda_s\ge0$ from `hD.eigenvalues_nonneg`. Multiplying `sum_sqrt_le` by $\hbar/2>0$ preserves the inequality, and cancelling the nonzero factor $\hbar/2$ reduces the equality to `sum_sqrt_eq_iff`.

```lean
/-- For a real positive semidefinite dynamical matrix the zero-point energy is at most the
Einstein-model value, with equality exactly when the matrix is diagonal. -/
theorem zeroPointEnergy_le_einstein (hD : D.PosSemidef) {hbar : ℝ} (hh : 0 < hbar) :
    zeroPointEnergy hbar hD.1.eigenvalues ≤ einsteinEnergy hbar D ∧
      (zeroPointEnergy hbar hD.1.eigenvalues = einsteinEnergy hbar D ↔
        ∀ i j, i ≠ j → D i j = 0) := by
  have hm := normalModes_of_symmetric hD.1
  have hl : ∀ s, 0 ≤ hD.1.eigenvalues s := fun s => hD.eigenvalues_nonneg s
  have hp : 0 < hbar / 2 := by positivity
  unfold zeroPointEnergy einsteinEnergy
  refine ⟨mul_le_mul_of_nonneg_left (sum_sqrt_le hm hl) hp.le, ?_⟩
  rw [mul_right_inj' hp.ne']
  exact sum_sqrt_eq_iff hm hl
```

For a molecule or a finite supercell in the harmonic approximation about a stable equilibrium, where $D$ is positive semidefinite, a zero-point energy built only from the diagonal force constants, each obtained by displacing one coordinate at a time, is thus an upper bound on the value from the full normal-mode analysis. The statement concerns a finite real positive semidefinite matrix. At a saddle point the bound can fail: for $D_{00}=D_{11}=0$ and $D_{01}=D_{10}=1$ the eigenvalues are $\pm1$, so the one real mode gives $\hbar/2$ while the diagonal estimate gives $0$. The theorem does not treat complex Hermitian dynamical matrices at a general wave vector, the limit of an infinite crystal, anharmonic terms, finite temperature, or an Einstein model that keeps each atom's full on-site block, and it gives no estimate of the size of the gap.

## Two coupled coordinates

An example with indices $0$ and $1$ shows a strict inequality together with a zero mode. The matrix has $D_{00}=16$, $D_{11}=9$ and $D_{01}=D_{10}=-12$.

```lean
/-- A dynamical matrix of two coupled coordinates. -/
def dimerD : Matrix (Fin 2) (Fin 2) ℝ := !![16, -12; -12, 9]
```

The columns of $U$ are the unit vectors $(3/5,\,4/5)$ for mode $0$ and $(-4/5,\,3/5)$ for mode $1$.

```lean
/-- The matrix with columns `(3/5, 4/5)` and `(-4/5, 3/5)`. -/
def dimerU : Matrix (Fin 2) (Fin 2) ℝ := !![3 / 5, -4 / 5; 4 / 5, 3 / 5]
```

Applying $D$ to the first column gives $\big((48-48)/5,\,(-36+36)/5\big)=(0,0)$, so $\lambda_0=0$. Applying it to the second gives $\big((-64-36)/5,\,(48+27)/5\big)=(-20,\,15)=25\,(-4/5,\,3/5)$, so $\lambda_1=25$. The squared frequencies add up to $0+25=16+9$, while the frequencies give $0+5=5$ against $4+3=7$. One mode lies above both Einstein frequencies and one below, and the energies are $\frac{\hbar}{2}\cdot5$ and $\frac{\hbar}{2}\cdot7$.

The theorem `normalModes_witness` confirms the two matrix conditions entry by entry, the non-negativity of both $\lambda_s$, and the two energies for any real `hbar`. It supplies the hypotheses `h` and `hl` of `sum_sqrt_le` and `sum_sqrt_eq_iff` with explicit modes, and it does not identify the list `![0, 25]` with Mathlib's eigenvalue function. As an interpretation that the code leaves aside, the matrix is that of two masses on a line joined by a spring of stiffness $\kappa$ with $\kappa/m_0=16$ and $\kappa/m_1=9$, mode $0$ being their rigid translation.

```lean
/-- The columns of `dimerU` are normal modes of `dimerD` with squared frequencies 0 and 25;
the zero-point energy is `(ħ/2)·5` and the Einstein value is `(ħ/2)·7`. -/
theorem normalModes_witness (hbar : ℝ) :
    IsNormalModes dimerD dimerU ![0, 25] ∧ (∀ s, (0 : ℝ) ≤ ![0, 25] s) ∧
      zeroPointEnergy hbar ![0, 25] = hbar / 2 * 5 ∧
      einsteinEnergy hbar dimerD = hbar / 2 * 7 := by
  have h25 : √(25 : ℝ) = 5 := by
    rw [show (25 : ℝ) = 5 ^ 2 by norm_num]
    exact Real.sqrt_sq (by norm_num)
  have h16 : √(16 : ℝ) = 4 := by
    rw [show (16 : ℝ) = 4 ^ 2 by norm_num]
    exact Real.sqrt_sq (by norm_num)
  have h9 : √(9 : ℝ) = 3 := by
    rw [show (9 : ℝ) = 3 ^ 2 by norm_num]
    exact Real.sqrt_sq (by norm_num)
  have hz : ∑ s, √((![0, 25] : Fin 2 → ℝ) s) = 5 := by
    simp [Fin.sum_univ_two, h25]
  have he : ∑ i, √(dimerD i i) = 7 := by
    simp [dimerD, Fin.sum_univ_two, h16, h9]
    norm_num
  refine ⟨⟨?_, ?_⟩, ?_, ?_, ?_⟩
  · ext i j
    fin_cases i <;> fin_cases j <;>
      simp [dimerU, Matrix.mul_apply, Fin.sum_univ_two] <;> norm_num
  · ext i j
    rw [Matrix.mul_diagonal]
    fin_cases i <;> fin_cases j <;>
      simp [dimerD, dimerU, Matrix.mul_apply, Fin.sum_univ_two] <;> norm_num
  · intro s
    fin_cases s <;> simp
  · rw [zeroPointEnergy, hz]
  · rw [einsteinEnergy, he]

end

end EinsteinZeroPointBound
```

```lean
#print axioms EinsteinZeroPointBound.zeroPointEnergy_le_einstein
-- 'EinsteinZeroPointBound.zeroPointEnergy_le_einstein' depends on axioms: [propext, Classical.choice, Quot.sound]
```
